# The difference between zero-field Ising partition functions with opposite couplings is a series in odd moments of the coupling sum

For an Ising model on a finite graph in zero field, with a real dimensionless coupling K_e on each edge, let C(s) be the sum of K_e s_i s_j over the edges, and let Z(K) be the sum of exp C(s) over all spin configurations s. The theorem states that Z(K) − Z(−K), where −K reverses the sign of every coupling, is the sum over n ≥ 0 of 2/(2n+1)! times the sum of C(s)^(2n+1) over all configurations. These moments are unnormalised: dividing them by the number of configurations would give averages with equal weights. The attempt adds up the power series of sinh C(s) over the configurations, doubles it, and uses `convert` to match the result to the statement.

The failing Lean file:

```lean
import Mathlib

open Finset

namespace GapHasSum

noncomputable section

variable {V : Type*}

/-- The bond variable `s_i s_j` of an Ising configuration `s` on the pair `e = {i, j}`. -/
def bond (s : V → ℤˣ) (e : Sym2 V) : ℝ :=
  Sym2.lift ⟨fun i j => ((s i : ℤ) : ℝ) * ((s j : ℤ) : ℝ), fun _ _ => mul_comm _ _⟩ e

variable [Fintype V] [DecidableEq V] (G : SimpleGraph V) [DecidableRel G.Adj] (K : Sym2 V → ℝ)

/-- The sum of `K_e s_i s_j` over the edges: minus the energy in units of `kT`. -/
def couplingSum (s : V → ℤˣ) : ℝ := ∑ e ∈ G.edgeFinset, K e * bond s e

/-- The zero-field Ising partition function with dimensionless bond couplings `K_e`. -/
def partitionFunction : ℝ := ∑ s : V → ℤˣ, Real.exp (couplingSum G K s)

/-- The difference between `Z(K)` and `Z(-K)` is a series in the odd moments of the
coupling sum. -/
theorem gap_hasSum :
    HasSum (fun n : ℕ => 2 * ((∑ s, couplingSum G K s ^ (2 * n + 1)) /
      (Nat.factorial (2 * n + 1) : ℝ)))
      (partitionFunction G K - partitionFunction G (-K)) := by
  have h := (hasSum_sum (s := univ) fun (s : V → ℤˣ) _ =>
    Real.hasSum_sinh (couplingSum G K s)).mul_left 2
  convert h using 1
  · ext n
    rw [sum_div]
  · rw [partitionFunction, partitionFunction, ← sum_sub_distrib, mul_sum]
    refine sum_congr rfl fun s _ => ?_
    have hneg : couplingSum G (-K) s = -couplingSum G K s := by
      simp [couplingSum, sum_neg_distrib]
    rw [hneg, Real.sinh_eq]
    ring

end

end GapHasSum
```

Messages:

```
Main.lean:33:8: error: Tactic `rewrite` failed: Did not find an occurrence of the pattern
  (∑ i ∈ ?s, ?f i) / ?a
in the target expression
  n + x✝ = n + x✝

case e'_3
V : Type u_1
inst✝² : Fintype V
inst✝¹ : DecidableEq V
G : SimpleGraph V
inst✝ : DecidableRel G.Adj
K : Sym2 V → ℝ
h :
  HasSum (fun i => 2 * ∑ i_1, couplingSum G K i_1 ^ (2 * i + 1) / ↑(2 * i + 1).factorial)
    (2 * ∑ i, Real.sinh (couplingSum G K i))
n x✝ : ℝ
⊢ n + x✝ = n + x✝
Main.lean:34:8: error: Failed to rewrite using equation theorems for `partitionFunction`
Main.lean:28:60: error: unsolved goals
case e'_6
V : Type u_1
inst✝² : Fintype V
inst✝¹ : DecidableEq V
G : SimpleGraph V
inst✝ : DecidableRel G.Adj
K : Sym2 V → ℝ
h :
  HasSum (fun i => 2 * ∑ i_1, couplingSum G K i_1 ^ (2 * i + 1) / ↑(2 * i + 1).factorial)
    (2 * ∑ i, Real.sinh (couplingSum G K i))
⊢ partitionFunction G K - partitionFunction G (-K) = 2 * ∑ i, Real.sinh (couplingSum G K i)
```

Diagnosis. The proof supplies two bullets, for the terms and the value of the series, but `convert h using 1` leaves three goals. The extra one comes first: it equates two instances of the additive structure on ℝ, which `convert` did not identify by itself. There `ext n` takes `n` to be a real number and leaves `n + x✝ = n + x✝`, where `sum_div` finds no quotient of a sum to rewrite.

The bullets are therefore one goal out of step. The second meets the equality of the terms, which contains no `partitionFunction` to unfold, and the equality of the values, `e'_6`, is left unsolved.

The repair drops `convert`. It proves the equality of the values separately as `hd`, by the same steps as before, and rewrites the goal with it. Then `simp only [sum_div]` carries the division by the factorial inside the sum, as in `h`, and `exact h` closes the goal, since Lean accepts the two instances as equal by definition.

As a diff, the version that Lean accepts:

```diff
@@ -29,8 +29,7 @@
   have h := (hasSum_sum (s := univ) fun (s : V → ℤˣ) _ =>
     Real.hasSum_sinh (couplingSum G K s)).mul_left 2
-  convert h using 1
-  · ext n
-    rw [sum_div]
-  · rw [partitionFunction, partitionFunction, ← sum_sub_distrib, mul_sum]
+  have hd : partitionFunction G K - partitionFunction G (-K) =
+      2 * ∑ s : V → ℤˣ, Real.sinh (couplingSum G K s) := by
+    rw [partitionFunction, partitionFunction, ← sum_sub_distrib, mul_sum]
     refine sum_congr rfl fun s _ => ?_
     have hneg : couplingSum G (-K) s = -couplingSum G K s := by
@@ -38,4 +37,7 @@
     rw [hneg, Real.sinh_eq]
     ring
+  rw [hd]
+  simp only [sum_div]
+  exact h
 
 end
```
